# In a bound state of a smooth quantum well at zero in-plane momentum, the mean band-edge gradient equals a mass-gradient term

Let $f$ be a real envelope function on the whole line, with $f$ and $f'$ square-integrable, that solves

$$-\tfrac12\,(f'/m)' + V f = E f \qquad (\hbar = 1).$$

Let the mass $m$ and band edge $V$ be differentiable, with $m \ge m_0 > 0$ and with $V$, $V'$, $m'$ bounded. Then

$$\int V' f^2\,dx = \int \frac{m'}{2m^2}\, f'^2\,dx ,$$

and for constant mass both sides are zero. The equation describes motion along the growth direction $x$ at zero in-plane momentum. At in-plane wavevector $k$, with the same mass in the plane, $V + k^2/(2m)$ takes the place of $V$.

## Checking a computed Rashba coefficient

In a one-band model, a code may take the Rashba coupling as $a\int U' f^2$. Here $U$ is the electrostatic energy, and the material constant $a$ stands for the combined effect of the k·p coupling to remote bands and the spin–orbit splitting of those bands. With $V = U + C$, where $C$ is the band offset, the identity gives

$$a\int U' f^2 = a\left(\int \frac{m'}{2m^2} f'^2 - \int C' f^2\right).$$

At constant mass the coupling therefore equals $-a\int C' f^2$. In an asymmetric structure, computing both sides from the same envelope tests the solver and the quadrature; when $m$, $U$ and $C$ are all even, each integral vanishes by parity. For expectation values, divide each integral by $\int f^2$.

A box $[x_1,x_2]$ with $f=0$ at the walls adds $f'(x_1)^2/(2m(x_1)) - f'(x_2)^2/(2m(x_2))$ to the right-hand side of the first identity. If this term is not small, the walls are carrying part of the force.

## Force balance, then integration

Write $j = f'/m$ for the flux, so that $f' = mj$, and set

$$G = (V-E)f^2 - \frac{f'^2}{2m} = (V-E)f^2 - \tfrac12 m j^2 .$$

Differentiating gives

$$G' = V'f^2 + 2(V-E)ff' - \tfrac12 m'j^2 - m j j' .$$

The envelope equation says $j' = 2(V-E)f$, so $mjj' = 2(V-E)ff'$ and the second and fourth terms cancel:

$$G' = V'f^2 - \frac{m'}{2m^2} f'^2 .$$

Each term of $G$ and $G'$ is a bounded function times $f^2$ or $f'^2$, hence integrable. Integrability of $G'$ gives $G$ a limit at each end, and integrability of $G$ forces both limits to be zero. Therefore $\int G' = 0$, which is the identity.

If $m'>0$ everywhere, the right-hand side is non-negative. It vanishes only if the continuous function $f' = mj$ is zero everywhere. Then $f$ is constant, and square-integrability makes it zero. A nonzero state thus has a strictly positive mean gradient.

## A graded mass breaks the zero

Take $f = 1/(1+x^2)$, $m = 1/(2-\arctan x)$, $E = 0$ and

$$V = \frac{(3x^2-1)(2-\arctan x) + x}{(1+x^2)^2}.$$

Every hypothesis except constant mass holds. Here $V \to 0$ at both ends, so $E = 0$ lies at the edge of the continuum and $f$ decays algebraically, not exponentially. Since $m'/m^2 = 1/(1+x^2)$, the mean gradient is $\int 2x^2/(1+x^2)^5\,dx = 5\pi/64$, or $5/32$ after division by $\int f^2 = \pi/2$. This closed value, like the box term above, is a direct calculation that the file does not contain. It makes a convenient quadrature test.

## The Lean file

```lean
import Mathlib

open MeasureTheory

namespace QuantumWellRashba

noncomputable section

/-- Material profiles of a graded quantum well: differentiable mass `m` and band edge `V`, with
`m` bounded below by a positive constant and `V`, `V'`, `m'` bounded. -/
structure IsHeterostructure (m V : ℝ → ℝ) : Prop where
  m_diff : Differentiable ℝ m
  V_diff : Differentiable ℝ V
  m_lower : ∃ m₀ > 0, ∀ x, m₀ ≤ m x
  m_deriv : ∃ C, ∀ x, |deriv m x| ≤ C
  V_bdd : ∃ C, ∀ x, |V x| ≤ C
  V_deriv : ∃ C, ∀ x, |deriv V x| ≤ C

/-- The flux `f'/m` of an envelope function. -/
def flux (m f : ℝ → ℝ) (x : ℝ) : ℝ := deriv f x / m x

/-- A real envelope `f` solving `-(f'/m)'/2 + V f = E f`, with `f` and `f'` square-integrable. -/
structure IsBoundState (m V : ℝ → ℝ) (E : ℝ) (f : ℝ → ℝ) : Prop where
  f_diff : Differentiable ℝ f
  flux_diff : Differentiable ℝ (flux m f)
  equation : ∀ x, -(deriv (flux m f) x) / 2 + V x * f x = E * f x
  f_sq : Integrable (fun x => f x ^ 2)
  df_sq : Integrable (fun x => deriv f x ^ 2)

/-- The gradient of a potential energy weighted with the density, `∫ V' f²`. -/
def meanGradient (V f : ℝ → ℝ) : ℝ := ∫ x, deriv V x * f x ^ 2

/-- The contribution of the mass gradient, `∫ m' f'² / (2 m²)`. -/
def massTerm (m f : ℝ → ℝ) : ℝ := ∫ x, deriv m x / (2 * m x ^ 2) * deriv f x ^ 2

/-- The model Rashba coupling `a ∫ U' f²`, with material constant `a` and electrostatic energy `U`.
It is the coupling of a physical state when `∫ f² = 1`; the definition does not normalise `f`. -/
def rashbaCoupling (a : ℝ) (U f : ℝ → ℝ) : ℝ := a * meanGradient U f

/-- If `g²` is integrable and the weight `w` is measurable and bounded, then `w g²` is integrable.
-/
theorem integrable_weight {w g : ℝ → ℝ} {C : ℝ} (hw : Measurable w) (hC : ∀ x, |w x| ≤ C)
    (hg : Integrable (fun x => g x ^ 2)) : Integrable (fun x => w x * g x ^ 2) := by
  refine (hg.const_mul C).mono' (hw.aestronglyMeasurable.mul hg.aestronglyMeasurable)
    (ae_of_all _ fun x => ?_)
  rw [Real.norm_eq_abs, abs_mul, abs_of_nonneg (sq_nonneg (g x))]
  exact mul_le_mul_of_nonneg_right (hC x) (sq_nonneg _)

/-- The integrand of the mass term is integrable. -/
theorem integrable_massTerm {m V f : ℝ → ℝ} {E : ℝ} (h : IsHeterostructure m V)
    (hf : IsBoundState m V E f) :
    Integrable (fun x => deriv m x / (2 * m x ^ 2) * deriv f x ^ 2) := by
  obtain ⟨m₀, h0, hm⟩ := h.m_lower
  obtain ⟨C, hC⟩ := h.m_deriv
  have hC0 : 0 ≤ C := (abs_nonneg _).trans (hC 0)
  refine integrable_weight (C := C / (2 * m₀ ^ 2)) ((measurable_deriv m).div
    ((h.m_diff.continuous.measurable.pow_const 2).const_mul 2)) (fun x => ?_) hf.df_sq
  have h1 := hC x
  have h2 := hm x
  have h3 : 0 < m x := h0.trans_le h2
  rw [abs_div, abs_of_pos (show 0 < 2 * m x ^ 2 by positivity)]
  gcongr

/-- Local force balance: `(V - E) f² - f'²/(2m)` has derivative `V' f² - m' f'²/(2m²)`. -/
theorem force_balance {m V f : ℝ → ℝ} {E : ℝ} (h : IsHeterostructure m V)
    (hf : IsBoundState m V E f) (x : ℝ) :
    HasDerivAt (fun y => (V y - E) * f y ^ 2 - 1 / (2 * m y) * deriv f y ^ 2)
      (deriv V x * f x ^ 2 - deriv m x / (2 * m x ^ 2) * deriv f x ^ 2) x := by
  obtain ⟨m₀, h0, hm⟩ := h.m_lower
  have hne : ∀ y, m y ≠ 0 := fun y => (h0.trans_le (hm y)).ne'
  have hd : ∀ y, deriv f y = m y * flux m f y := fun y => by
    rw [flux, mul_div_cancel₀ _ (hne y)]
  have hsq : ∀ g : ℝ → ℝ, Differentiable ℝ g →
      HasDerivAt (fun y => g y ^ 2) (2 * g x * deriv g x) x := fun g hg =>
    ((hg x).hasDerivAt.fun_pow 2).congr_deriv (by simp)
  -- written with the flux, every factor is differentiable
  have hs : (fun y => (V y - E) * f y ^ 2 - 1 / (2 * m y) * deriv f y ^ 2) =
      fun y => (V y - E) * f y ^ 2 - m y * flux m f y ^ 2 / 2 := by
    funext y
    have := hne y
    rw [hd y]
    field_simp
  have key : deriv m x / (2 * m x ^ 2) * (m x * flux m f x) ^ 2
      = deriv m x * flux m f x ^ 2 / 2 := by
    have := hne x
    field_simp
  rw [hs]
  refine ((((h.V_diff x).hasDerivAt.sub_const E).fun_mul (hsq f hf.f_diff)).fun_sub
    (((h.m_diff x).hasDerivAt.fun_mul (hsq _ hf.flux_diff)).div_const 2)).congr_deriv ?_
  rw [hd x, key]
  linear_combination (2 * m x * flux m f x) * hf.equation x

/-- The mean band-edge gradient equals the mass-gradient term:
`∫ V' f² = ∫ m' f'² / (2 m²)`. -/
theorem meanGradient_eq_massTerm {m V f : ℝ → ℝ} {E : ℝ} (h : IsHeterostructure m V)
    (hf : IsBoundState m V E f) : meanGradient V f = massTerm m f := by
  obtain ⟨m₀, h0, hm⟩ := h.m_lower
  obtain ⟨C, hC⟩ := h.V_bdd
  obtain ⟨D, hD⟩ := h.V_deriv
  have i1 := integrable_weight (measurable_deriv V) hD hf.f_sq
  have i2 := integrable_massTerm h hf
  have i3 : Integrable (fun x => (V x - E) * f x ^ 2) := by
    refine integrable_weight (C := C + |E|) (h.V_diff.continuous.measurable.sub_const E)
      (fun x => ?_) hf.f_sq
    have := norm_sub_le (V x) E
    simp only [Real.norm_eq_abs] at this
    linarith [hC x]
  have i4 : Integrable (fun x => 1 / (2 * m x) * deriv f x ^ 2) := by
    refine integrable_weight (C := 1 / (2 * m₀))
      (measurable_const.div (h.m_diff.continuous.measurable.const_mul 2)) (fun x => ?_) hf.df_sq
    have h2 := hm x
    have h3 : 0 < m x := h0.trans_le h2
    rw [abs_of_pos (by positivity)]
    gcongr
  -- an integrable function with integrable derivative has no net change
  have key := integral_eq_zero_of_hasDerivAt_of_integrable (force_balance h hf)
    (i1.sub i2) (i3.sub i4)
  rw [integral_sub i1 i2] at key
  exact sub_eq_zero.mp key

/-- For a constant mass the mean band-edge gradient vanishes. -/
theorem meanGradient_eq_zero {V f : ℝ → ℝ} {μ E : ℝ} (h : IsHeterostructure (fun _ => μ) V)
    (hf : IsBoundState (fun _ => μ) V E f) : meanGradient V f = 0 := by
  rw [meanGradient_eq_massTerm h hf]
  simp [massTerm]

/-- If the band edge is electrostatic energy `U` plus band offset `C`, both differentiable and with
`U'` bounded, the Rashba coupling is `a * (massTerm m f - meanGradient C f)`. -/
theorem rashbaCoupling_eq {m U C f : ℝ → ℝ} {E B : ℝ} (a : ℝ)
    (h : IsHeterostructure m (fun x => U x + C x))
    (hf : IsBoundState m (fun x => U x + C x) E f) (hU : Differentiable ℝ U)
    (hC : Differentiable ℝ C) (hB : ∀ x, |deriv U x| ≤ B) :
    rashbaCoupling a U f = a * (massTerm m f - meanGradient C f) := by
  obtain ⟨D, hD⟩ := h.V_deriv
  have i1 := integrable_weight (measurable_deriv _) hD hf.f_sq
  have i2 := integrable_weight (measurable_deriv U) hB hf.f_sq
  have e : meanGradient C f = meanGradient (fun x => U x + C x) f - meanGradient U f := by
    unfold meanGradient
    rw [← integral_sub i1 i2]
    congr 1
    funext x
    rw [((hU x).hasDerivAt.fun_add (hC x).hasDerivAt).deriv]
    ring
  rw [rashbaCoupling, e, meanGradient_eq_massTerm h hf]
  ring

/-- If the mass has positive slope everywhere, every nonzero state has a strictly positive
mean band-edge gradient. -/
theorem meanGradient_pos {m V f : ℝ → ℝ} {E : ℝ} (h : IsHeterostructure m V)
    (hf : IsBoundState m V E f) (hinc : ∀ x, 0 < deriv m x) (hne : f ≠ 0) :
    0 < meanGradient V f := by
  obtain ⟨m₀, h0, hm⟩ := h.m_lower
  have hp : ∀ x, 0 < m x := fun x => h0.trans_le (hm x)
  have hw : ∀ x, 0 < deriv m x / (2 * m x ^ 2) := fun x =>
    div_pos (hinc x) (mul_pos two_pos (pow_pos (hp x) 2))
  have hn : ∀ x, 0 ≤ deriv m x / (2 * m x ^ 2) * deriv f x ^ 2 := fun x =>
    mul_nonneg (hw x).le (sq_nonneg _)
  rw [meanGradient_eq_massTerm h hf]
  refine lt_of_le_of_ne (integral_nonneg hn) fun hz => hne ?_
  have hae := (integral_eq_zero_iff_of_nonneg hn (integrable_massTerm h hf)).mp hz.symm
  have hc : Continuous (deriv f) := by
    have e : deriv f = fun y => m y * flux m f y := by
      funext y
      rw [flux, mul_div_cancel₀ _ (hp y).ne']
    rw [e]
    exact h.m_diff.continuous.mul hf.flux_diff.continuous
  -- a vanishing mass term forces a constant envelope
  have hd : deriv f = fun _ => 0 := by
    refine (Continuous.ae_eq_iff_eq volume hc continuous_const).mp ?_
    filter_upwards [hae] with x hx
    exact pow_eq_zero_iff two_ne_zero |>.mp ((mul_eq_zero.mp hx).resolve_left (hw x).ne')
  have hk : ∀ x, f x = f 0 := fun x =>
    is_const_of_deriv_eq_zero hf.f_diff (fun y => congrFun hd y) x 0
  have hi := hf.f_sq
  simp only [hk] at hi
  rcases integrable_const_iff.mp hi with h1 | h1
  · funext x
    rw [hk x]
    exact pow_eq_zero_iff two_ne_zero |>.mp h1
  · have := h1.measure_univ_lt_top
    simp at this

/-- The Lorentzian envelope `1/(1+x²)`. -/
def lorentz (x : ℝ) : ℝ := 1 / (1 + x ^ 2)

/-- The odd profile `x/(1+x²)`. -/
def oddProfile (x : ℝ) : ℝ := x / (1 + x ^ 2)

/-- The inverse mass `2 - arctan x`. -/
def invMass (x : ℝ) : ℝ := 2 - Real.arctan x

/-- The graded mass `1/(2 - arctan x)`. -/
def gradedMass (x : ℝ) : ℝ := 1 / invMass x

/-- A smooth asymmetric well built from the profiles above. -/
def gradedWell (x : ℝ) : ℝ :=
  (3 * lorentz x - 4 * (lorentz x * lorentz x)) * invMass x + oddProfile x * lorentz x

/-- The graded mass and well satisfy `IsHeterostructure`, the Lorentzian envelope satisfies
`IsBoundState` for them at energy zero, and the mass has positive slope everywhere. -/
theorem graded_witness : IsHeterostructure gradedMass gradedWell ∧
    IsBoundState gradedMass gradedWell 0 lorentz ∧ ∀ x, 0 < deriv gradedMass x := by
  have u0 : ∀ x, 0 < lorentz x := fun x => by unfold lorentz; positivity
  have u1 : ∀ x, lorentz x ≤ 1 := fun x => by
    unfold lorentz
    rw [div_le_one (by positivity)]
    nlinarith [sq_nonneg x]
  have ss : ∀ x, oddProfile x * oddProfile x = lorentz x - lorentz x * lorentz x := fun x => by
    have : 1 + x ^ 2 ≠ 0 := by positivity
    unfold oddProfile lorentz
    field_simp
    ring
  have w0 : ∀ x, 2 / 5 ≤ invMass x := fun x => by
    unfold invMass
    linarith [Real.arctan_lt_pi_div_two x, Real.pi_lt_d2]
  have w1 : ∀ x, invMass x ≤ 4 := fun x => by
    unfold invMass
    linarith [Real.neg_pi_div_two_lt_arctan x, Real.pi_lt_d2]
  have wp : ∀ x, 0 < invMass x := fun x => by linarith [w0 x]
  -- derivatives of the profiles
  have hq : ∀ x : ℝ, HasDerivAt (fun y : ℝ => 1 + y ^ 2) (2 * x) x := fun x =>
    (((hasDerivAt_id' x).fun_pow 2).const_add 1).congr_deriv (by simp)
  have du : ∀ x, HasDerivAt lorentz (-2 * oddProfile x * lorentz x) x := fun x => by
    have hx : 1 + x ^ 2 ≠ 0 := by positivity
    refine ((hasDerivAt_const x (1 : ℝ)).fun_div (hq x) hx).congr_deriv ?_
    unfold oddProfile lorentz
    field_simp
    ring
  have ds : ∀ x, HasDerivAt oddProfile (2 * lorentz x ^ 2 - lorentz x) x := fun x => by
    have hx : 1 + x ^ 2 ≠ 0 := by positivity
    refine ((hasDerivAt_id' x).fun_div (hq x) hx).congr_deriv ?_
    unfold lorentz
    field_simp
    ring
  have dw : ∀ x, HasDerivAt invMass (-lorentz x) x := fun x =>
    (Real.hasDerivAt_arctan x).const_sub 2
  have dm : ∀ x, HasDerivAt gradedMass (lorentz x / invMass x ^ 2) x := fun x =>
    ((hasDerivAt_const x (1 : ℝ)).fun_div (dw x) (wp x).ne').congr_deriv (by ring)
  have dV : ∀ x, HasDerivAt gradedWell
      ((16 * lorentz x - 6) * (oddProfile x * lorentz x * invMass x)
        + (6 * lorentz x - 4) * (lorentz x * lorentz x)
        - 2 * (oddProfile x * oddProfile x * lorentz x)) x := fun x =>
    (((((du x).const_mul 3).fun_sub (((du x).fun_mul (du x)).const_mul 4)).fun_mul
      (dw x)).fun_add ((ds x).fun_mul (du x))).congr_deriv (by ring)
  -- bounds on products
  have mb : ∀ a b A B : ℝ, |a| ≤ A → |b| ≤ B → |a * b| ≤ A * B := fun a b A B ha hb => by
    rw [abs_mul]
    exact mul_le_mul ha hb (abs_nonneg _) ((abs_nonneg _).trans ha)
  have au : ∀ x, |lorentz x| ≤ 1 := fun x => abs_le.mpr ⟨by linarith [u0 x], u1 x⟩
  have aw : ∀ x, |invMass x| ≤ 4 := fun x => abs_le.mpr ⟨by linarith [wp x], w1 x⟩
  have as : ∀ x, |oddProfile x| ≤ 1 := fun x => by
    have : oddProfile x * oddProfile x ≤ 1 := by
      nlinarith [ss x, u1 x, mul_self_nonneg (lorentz x)]
    exact abs_le.mpr ⟨by nlinarith, by nlinarith⟩
  have hflux : flux gradedMass lorentz =
      fun y => -2 * oddProfile y * lorentz y * invMass y := by
    funext y
    rw [flux, (du y).deriv, gradedMass, div_div_eq_mul_div, div_one]
  have dF : ∀ x, HasDerivAt (flux gradedMass lorentz) (2 * gradedWell x * lorentz x) x :=
    fun x => by
      rw [hflux]
      refine ((((ds x).const_mul (-2)).fun_mul (du x)).fun_mul (dw x)).congr_deriv ?_
      unfold gradedWell
      linear_combination (4 * lorentz x * invMass x) * ss x
  have hI : Integrable lorentz := by
    have e : lorentz = fun x => (1 + x ^ 2)⁻¹ := by
      funext x
      simp [lorentz]
    rw [e]
    exact integrable_inv_one_add_sq
  have hdiff : Differentiable ℝ lorentz := fun x => (du x).differentiableAt
  refine ⟨⟨fun x => (dm x).differentiableAt, fun x => (dV x).differentiableAt,
    ⟨1 / 4, by norm_num, fun x => one_div_le_one_div_of_le (wp x) (w1 x)⟩,
    ⟨25 / 4, fun x => ?_⟩, ⟨13, fun x => ?_⟩, ⟨46, fun x => ?_⟩⟩,
    ⟨hdiff, fun x => (dF x).differentiableAt, fun x => ?_, ?_, ?_⟩, fun x => ?_⟩
  · have hw := wp x
    have hu := u0 x
    rw [(dm x).deriv, abs_of_pos (by positivity), div_le_iff₀ (by positivity)]
    nlinarith [w0 x, u1 x]
  · have h1 := abs_le.mp (mb _ _ 3 _ (abs_le.mpr ⟨by linarith [u1 x], by linarith [u0 x]⟩ :
      |3 - 4 * lorentz x| ≤ 3) (mb _ _ _ _ (au x) (aw x)))
    have h2 := abs_le.mp (mb _ _ _ _ (as x) (au x))
    unfold gradedWell
    exact abs_le.mpr ⟨by linarith [h1.1, h2.1], by linarith [h1.2, h2.2]⟩
  · have h1 := abs_le.mp (mb _ _ 10 _ (abs_le.mpr ⟨by linarith [u0 x], by linarith [u1 x]⟩ :
      |16 * lorentz x - 6| ≤ 10) (mb _ _ _ _ (mb _ _ _ _ (as x) (au x)) (aw x)))
    have h2 := abs_le.mp (mb _ _ 4 _ (abs_le.mpr ⟨by linarith [u0 x], by linarith [u1 x]⟩ :
      |6 * lorentz x - 4| ≤ 4) (mb _ _ _ _ (au x) (au x)))
    have h3 := abs_le.mp (mb _ _ _ _ (mb _ _ _ _ (as x) (as x)) (au x))
    rw [(dV x).deriv]
    exact abs_le.mpr ⟨by linarith [h1.1, h2.1, h3.2], by linarith [h1.2, h2.2, h3.1]⟩
  · rw [(dF x).deriv]
    ring
  · refine hI.mono' (hdiff.continuous.pow 2).aestronglyMeasurable (ae_of_all _ fun x => ?_)
    rw [Real.norm_of_nonneg (sq_nonneg _)]
    nlinarith [u0 x, u1 x]
  · refine (hI.const_mul 4).mono' ((measurable_deriv _).pow_const 2).aestronglyMeasurable
      (ae_of_all _ fun x => ?_)
    have e : (-2 * oddProfile x * lorentz x) ^ 2
        = 4 * (lorentz x - lorentz x * lorentz x) * (lorentz x * lorentz x) := by
      linear_combination (4 * lorentz x * lorentz x) * ss x
    have h1 : 0 ≤ lorentz x - lorentz x * lorentz x := by nlinarith [u0 x, u1 x]
    have h2 : 0 ≤ 1 - lorentz x * lorentz x := by nlinarith [u0 x, u1 x]
    rw [Real.norm_of_nonneg (sq_nonneg _), (du x).deriv, e]
    nlinarith [mul_nonneg h1 h2, mul_self_nonneg (lorentz x)]
  · rw [(dm x).deriv]
    exact div_pos (u0 x) (pow_pos (wp x) 2)

end

end QuantumWellRashba
```

```lean
#print axioms QuantumWellRashba.meanGradient_eq_massTerm
-- 'QuantumWellRashba.meanGradient_eq_massTerm' depends on axioms: [propext, Classical.choice, Quot.sound]
#print axioms QuantumWellRashba.meanGradient_eq_zero
-- 'QuantumWellRashba.meanGradient_eq_zero' depends on axioms: [propext, Classical.choice, Quot.sound]
#print axioms QuantumWellRashba.rashbaCoupling_eq
-- 'QuantumWellRashba.rashbaCoupling_eq' depends on axioms: [propext, Classical.choice, Quot.sound]
#print axioms QuantumWellRashba.meanGradient_pos
-- 'QuantumWellRashba.meanGradient_pos' depends on axioms: [propext, Classical.choice, Quot.sound]
```

## Smooth profiles, one band, an infinite line

`IsHeterostructure m V` collects the conditions on the material. `IsBoundState m V E f` contains the differential equation at every point, differentiability of $f$ and of the flux, and the two square-integrability conditions. Decay at infinity is not assumed, nor is normalisation. `meanGradient` and `massTerm` are the two sides of the identity.

`force_balance` is the calculation of $G'$; its last line, `linear_combination`, inserts the envelope equation. `integrable_weight` supplies the bounded-weight argument, and `meanGradient_eq_massTerm` integrates. `meanGradient_eq_zero` is the constant-mass case, `rashbaCoupling_eq` the split into $U$ and $C$ (both differentiable, $U'$ bounded), and `meanGradient_pos` the sign result. `graded_witness` verifies the example's hypotheses by explicit derivatives and bounds.

The theorems treat one non-interacting electron in a given local potential. Abrupt interfaces are excluded, because $m$ and $V$ must be differentiable; so are hard walls, multiband Hamiltonians and discretisation error. The form of the Rashba coupling, with a single constant $a$ across all layers, is a definition and is not derived from a k·p Hamiltonian. For conduction electrons, such a derivation also gives terms from the valence-band offsets between layers, which this form leaves out.
